# Density (u² + v²)/2 + uv cos(wt) and current (u′v − uv′) sin(wt)/2 for an equal superposition of two real wavefunctions

## Units, phases and the superposition

Units are ħ = m = 1. There is one particle on a line, with position x and time t both real. The spatial functions u and v are real-valued, E₁ and E₂ are real energies, and w = E₂ − E₁. A prime denotes a derivative in x.

The development uses Mathlib's complex numbers, real derivatives and trigonometric functions; `conj` is complex conjugation.

```lean
import Mathlib

open ComplexConjugate

namespace TwoLevelProbabilityCurrent

noncomputable section
```

A state of energy E carries the time factor

exp(−iEt).

The sign is that of the Schrödinger equation i ∂ₜψ = Hψ, and it fixes the sign of the current below. In Lean the exponent is a real number, −(E t), multiplied by `Complex.I`, so the factor has modulus one.

```lean
/-- The time factor `exp(-i E t)` of a state of energy `E`, in units with `ħ = 1`. -/
def phase (E t : ℝ) : ℂ := Complex.exp (((-(E * t) : ℝ) : ℂ) * Complex.I)
```

The wavefunction is the equal-weight superposition

ψ(x,t) = (u(x) exp(−iE₁t) + v(x) exp(−iE₂t)) / √2.

`beat E₁ E₂ u v` is this ψ as a function of x and t. Nothing requires u and v to be normalised, orthogonal or eigenfunctions. If they are orthonormal, ψ has norm one at all times and |ψ|² is a probability density in the strict sense; the pointwise formulas hold either way.

```lean
/-- The equal-weight superposition `(u exp(-i E₁ t) + v exp(-i E₂ t)) / √2`
of two real spatial functions. -/
def beat (E₁ E₂ : ℝ) (u v : ℝ → ℝ) (x t : ℝ) : ℂ :=
  (((√2)⁻¹ : ℝ) : ℂ) * ((u x : ℂ) * phase E₁ t + (v x : ℂ) * phase E₂ t)
```

## Density and current of a general wavefunction

The density is

ρ(x,t) = |ψ(x,t)|².

`density` accepts any complex function of position and time, and `Complex.normSq` is the squared modulus.

```lean
/-- The probability density `|ψ|²`. -/
def density (ψ : ℝ → ℝ → ℂ) (x t : ℝ) : ℝ := Complex.normSq (ψ x t)
```

The current is

j(x,t) = Im(ψ* ∂ₓψ).

With units restored there is a prefactor ħ/m. This is the current for a particle without a vector potential. `current` also accepts any ψ, and it differentiates ψ itself in x at fixed t. Lean's `deriv` returns zero where no derivative exists, so the theorems about the current assume differentiability.

```lean
/-- The probability current `Im(ψ* ∂ψ/∂x)`, in units with `ħ = m = 1`. -/
def current (ψ : ℝ → ℝ → ℂ) (x t : ℝ) : ℝ :=
  (conj (ψ x t) * deriv (fun y => ψ y t) x).im
```

A stationary state in a potential V satisfies

−u″/2 + Vu = Eu.

`IsStationary V E u` says that u and u′ are differentiable everywhere and that this equation holds at every x. It contains no boundary condition and no normalisation, and it admits the zero function. Requiring u″ everywhere excludes a jump of V at a point where u ≠ 0, as at the edge of a finite square well. Of the theorems about the density and the current, only the continuity equation assumes it.

```lean
/-- A twice differentiable real solution of the stationary Schrödinger equation
`-u''/2 + V u = E u`. -/
structure IsStationary (V : ℝ → ℝ) (E : ℝ) (u : ℝ → ℝ) : Prop where
  diff : Differentiable ℝ u
  diff_deriv : Differentiable ℝ (deriv u)
  schrodinger : ∀ x, -(1 / 2) * deriv (deriv u) x + V x * u x = E * u x
```

## Real and imaginary parts

Since exp(−iEt) = cos(Et) − i sin(Et) and u, v are real,

Re ψ = (u cos(E₁t) + v cos(E₂t)) / √2.

The proof unfolds the definitions and takes the real part of each exponential; the minus sign in the phase disappears because cosine is even.

```lean
/-- The real part of the superposition is a sum of two cosine oscillations. -/
theorem beat_re (E₁ E₂ : ℝ) (u v : ℝ → ℝ) (x t : ℝ) :
    (beat E₁ E₂ u v x t).re
      = (√2)⁻¹ * (u x * Real.cos (E₁ * t) + v x * Real.cos (E₂ * t)) := by
  simp only [beat, phase, Complex.re_ofReal_mul, Complex.add_re,
    Complex.exp_ofReal_mul_I_re, Real.cos_neg]
```

The imaginary part keeps the sign, because sine is odd:

Im ψ = −(u sin(E₁t) + v sin(E₂t)) / √2.

```lean
/-- The imaginary part of the superposition is minus a sum of two sine oscillations. -/
theorem beat_im (E₁ E₂ : ℝ) (u v : ℝ → ℝ) (x t : ℝ) :
    (beat E₁ E₂ u v x t).im
      = (√2)⁻¹ * (-(u x * Real.sin (E₁ * t) + v x * Real.sin (E₂ * t))) := by
  simp only [beat, phase, Complex.im_ofReal_mul, Complex.add_im,
    Complex.exp_ofReal_mul_I_im, Real.sin_neg]
  ring
```

## The spatial derivative is the same superposition

The time factors do not depend on x, so

∂ₓψ = (u′ exp(−iE₁t) + v′ exp(−iE₂t)) / √2.

In Lean this reads: `beat E₁ E₂ u v` has at x the derivative `beat E₁ E₂ (deriv u) (deriv v) x t`. Only differentiability at the point x is assumed. The proof regards u and v as complex-valued functions, then applies the rules for constant factors and sums. Because the derivative is again a `beat`, the formulas for real and imaginary parts apply to it unchanged.

In a program that stores real eigenvectors on a grid, this step means that it is enough to differentiate u and v once, before the time loop. The derivative of ψ at any later time is the same linear combination of the stored derivatives. This also holds for a finite-difference derivative, since that is linear.

```lean
/-- The spatial derivative of the superposition is the same superposition of `u'` and `v'`. -/
theorem hasDerivAt_beat (E₁ E₂ : ℝ) {u v : ℝ → ℝ} {x : ℝ}
    (hu : DifferentiableAt ℝ u x) (hv : DifferentiableAt ℝ v x) (t : ℝ) :
    HasDerivAt (fun y => beat E₁ E₂ u v y t) (beat E₁ E₂ (deriv u) (deriv v) x t) x := by
  unfold beat
  exact ((hu.hasDerivAt.ofReal_comp.mul_const _).fun_add
    (hv.hasDerivAt.ofReal_comp.mul_const _)).const_mul _
```

## Static density plus a cosine beat

Both ρ and j are bilinear in ψ and its conjugate, so the normalisation enters as

(1/√2)(1/√2) = 1/2.

```lean
/-- The squared normalisation factor is one half. -/
private lemma half_weight : (√2)⁻¹ * (√2)⁻¹ = (1 / 2 : ℝ) := by
  rw [← mul_inv, Real.mul_self_sqrt (by norm_num : (0 : ℝ) ≤ 2)]
  norm_num
```

Adding the squares of the real and imaginary parts gives

ρ = ½[(u cos(E₁t) + v cos(E₂t))² + (u sin(E₁t) + v sin(E₂t))²].

The terms in u² and v² combine through cos² + sin² = 1. The cross terms give

uv [cos(E₁t) cos(E₂t) + sin(E₁t) sin(E₂t)] = uv cos(wt).

Hence

ρ = (u² + v²)/2 + uv cos(wt).

No derivative occurs, so the theorem holds for arbitrary real functions u and v. In the proof, `Real.cos_sub` expands the cosine of the difference. The command `linear_combination` then checks that the remaining identity follows from `half_weight` and two instances of sin² + cos² = 1, with the stated multipliers.

```lean
/-- The density of the superposition is `(u² + v²)/2 + u v cos((E₂ - E₁) t)`. -/
theorem density_beat (E₁ E₂ : ℝ) (u v : ℝ → ℝ) (x t : ℝ) :
    density (beat E₁ E₂ u v) x t
      = (u x ^ 2 + v x ^ 2) / 2 + u x * v x * Real.cos ((E₂ - E₁) * t) := by
  rw [density, Complex.normSq_apply, beat_re, beat_im, sub_mul, Real.cos_sub]
  -- the squares give the static part, the cross terms the beat
  linear_combination
    ((u x * Real.cos (E₁ * t) + v x * Real.cos (E₂ * t)) ^ 2
      + (u x * Real.sin (E₁ * t) + v x * Real.sin (E₂ * t)) ^ 2) * half_weight
    + u x ^ 2 / 2 * Real.sin_sq_add_cos_sq (E₁ * t)
    + v x ^ 2 / 2 * Real.sin_sq_add_cos_sq (E₂ * t)
```

## The current follows the sine

For the current, write the imaginary part of the product in real terms:

j = Re ψ · Im ∂ₓψ − Im ψ · Re ∂ₓψ.

Inserting the real and imaginary parts gives

j = ½[(u sin(E₁t) + v sin(E₂t))(u′ cos(E₁t) + v′ cos(E₂t)) − (u cos(E₁t) + v cos(E₂t))(u′ sin(E₁t) + v′ sin(E₂t))].

The terms in uu′ and vv′ cancel. The coefficient of u′v inside the bracket is

sin(E₂t) cos(E₁t) − cos(E₂t) sin(E₁t) = sin(wt),

and the coefficient of uv′ is its negative. Therefore

j = (u′v − uv′) sin(wt)/2.

The Lean proof replaces the derivative in `current` by the superposition of u′ and v′, expands the sine of the difference and inserts the real and imaginary parts. After that, only the factor 1/2 has to be supplied, and `linear_combination` does this with `half_weight`.

The formula gives reference values for a wave-packet propagation code in one dimension, for a single particle in two equally weighted real eigenstates. If `psi` and `dpsi` are arrays holding ψ and its spatial derivative, the quantity to compare is `imag(conj(psi) * dpsi)`.

```lean
/-- The probability current of the superposition is `(u' v - u v') sin((E₂ - E₁) t) / 2`. -/
theorem current_beat (E₁ E₂ : ℝ) {u v : ℝ → ℝ} {x : ℝ}
    (hu : DifferentiableAt ℝ u x) (hv : DifferentiableAt ℝ v x) (t : ℝ) :
    current (beat E₁ E₂ u v) x t
      = (deriv u x * v x - u x * deriv v x) / 2 * Real.sin ((E₂ - E₁) * t) := by
  rw [current, (hasDerivAt_beat E₁ E₂ hu hv t).deriv, sub_mul, Real.sin_sub]
  simp only [Complex.mul_im, Complex.conj_re, Complex.conj_im, beat_re, beat_im]
  -- the terms u u' and v v' are real and drop out
  linear_combination
    ((u x * Real.sin (E₁ * t) + v x * Real.sin (E₂ * t))
        * (deriv u x * Real.cos (E₁ * t) + deriv v x * Real.cos (E₂ * t))
      - (u x * Real.cos (E₁ * t) + v x * Real.cos (E₂ * t))
        * (deriv u x * Real.sin (E₁ * t) + deriv v x * Real.sin (E₂ * t))) * half_weight
```

## Conservation of probability in a common potential

Now let u and v be stationary states in the same potential V, with energies E₁ and E₂. Their equations can be written as

u″ = 2(V − E₁)u,
v″ = 2(V − E₂)v.

When u′v − uv′ is differentiated, the two products u′v′ cancel, and so does the potential:

(u′v − uv′)′ = u″v − uv″ = 2w uv.

Multiplying by sin(wt)/2 gives

∂ₓj = w uv sin(wt).

The density formula gives, at fixed x,

∂ₜρ = −w uv sin(wt).

The sum is zero, which is the continuity equation ∂ₜρ + ∂ₓj = 0 for this superposition.

The theorem states the two derivatives separately, each as a `HasDerivAt`, which says that the derivative exists and has the given value. V may be any real function for which such u and v exist. The first half of the proof applies the product rule and then combines the two Schrödinger equations, the first multiplied by −v sin(wt) and the second by u sin(wt), so that V drops out. The second half differentiates the cosine in time.

On a grid with spacing h and the three-point Laplacian, the balance holds exactly in continuous time if the current is placed between neighbouring points n and n+1, as `imag(conj(psi[n]) * psi[n+1]) / h`. A current computed at the grid points by central differences generally satisfies it only up to discretisation error.

```lean
/-- Continuity equation: for two stationary states in the same potential, the spatial derivative
of the current is `(E₂ - E₁) u v sin((E₂ - E₁) t)` and the time derivative of the density
is its negative. -/
theorem continuity_equation {V u v : ℝ → ℝ} {E₁ E₂ : ℝ}
    (hu : IsStationary V E₁ u) (hv : IsStationary V E₂ v) (x t : ℝ) :
    HasDerivAt (fun y => current (beat E₁ E₂ u v) y t)
        ((E₂ - E₁) * (u x * v x) * Real.sin ((E₂ - E₁) * t)) x ∧
      HasDerivAt (fun s => density (beat E₁ E₂ u v) x s)
        (-((E₂ - E₁) * (u x * v x) * Real.sin ((E₂ - E₁) * t))) t := by
  constructor
  · rw [funext fun y => current_beat E₁ E₂ (hu.diff y) (hv.diff y) t]
    refine (((((hu.diff_deriv x).hasDerivAt.fun_mul (hv.diff x).hasDerivAt).fun_sub
      ((hu.diff x).hasDerivAt.fun_mul (hv.diff_deriv x).hasDerivAt)).div_const 2).mul_const
      (Real.sin ((E₂ - E₁) * t))).congr_deriv ?_
    -- the potential cancels between the two Schrödinger equations
    linear_combination
      (-(v x * Real.sin ((E₂ - E₁) * t))) * hu.schrodinger x
      + (u x * Real.sin ((E₂ - E₁) * t)) * hv.schrodinger x
  · rw [funext fun s => density_beat E₁ E₂ u v x s]
    refine (((((hasDerivAt_id' t).const_mul (E₂ - E₁)).cos).const_mul
      (u x * v x)).const_add ((u x ^ 2 + v x ^ 2) / 2)).congr_deriv ?_
    ring
```

## Points without current

Suppose E₁ ≠ E₂. At the time t = π/(2w), a quarter of a beat period from zero, sin(wt) = 1 and

j = (u′v − uv′)/2.

If the current at x vanishes at all times, then it vanishes at this time, so u′v − uv′ = 0 there. Conversely, if u′v − uv′ = 0 at x, the current formula gives zero for every t. The combination u′v − uv′ is the Wronskian of u and v up to a sign convention.

For equal energies the current is zero whatever the Wronskian is, which is why the theorem assumes `E₁ ≠ E₂`. It needs u and v to be differentiable at x, but not to be stationary states. The two halves of the Lean proof are the two directions just given.

```lean
/-- For distinct energies, the current at a point vanishes at all times exactly when
the Wronskian of `u` and `v` vanishes at that point. -/
theorem current_eq_zero_iff {E₁ E₂ : ℝ} (hE : E₁ ≠ E₂) {u v : ℝ → ℝ} {x : ℝ}
    (hu : DifferentiableAt ℝ u x) (hv : DifferentiableAt ℝ v x) :
    (∀ t, current (beat E₁ E₂ u v) x t = 0) ↔ deriv u x * v x - u x * deriv v x = 0 := by
  constructor
  · intro h
    have hw : E₂ - E₁ ≠ 0 := sub_ne_zero.mpr hE.symm
    -- at the time `π / (2 (E₂ - E₁))`, which may be negative, the sine equals one
    have h1 := h ((Real.pi / 2) / (E₂ - E₁))
    rw [current_beat E₁ E₂ hu hv, mul_div_cancel₀ _ hw, Real.sin_pi_div_two] at h1
    linarith
  · intro h t
    rw [current_beat E₁ E₂ hu hv, h]
    ring
```

## Sine waves in zero potential

For u(x) = sin(kx),

u′ = k cos(kx),
u″ = −k² sin(kx),

so −u″/2 = (k²/2)u. This is the stationary equation with V = 0 and E = k²/2. The statement covers every real k; for k = 0 the function is identically zero. In the proof, `h1` and `h3` are the two derivatives above, and `h2` turns the first into an equality of functions so that it can be differentiated again.

```lean
/-- The function `sin(k x)` solves the stationary Schrödinger equation with zero potential
and energy `k²/2`. -/
theorem isStationary_witness (k : ℝ) :
    IsStationary (fun _ => 0) (k ^ 2 / 2) (fun x => Real.sin (k * x)) := by
  have h1 : ∀ x, HasDerivAt (fun y => Real.sin (k * y)) (k * Real.cos (k * x)) x := fun x =>
    (((hasDerivAt_id' x).const_mul k).sin).congr_deriv (by ring)
  have h2 : deriv (fun y => Real.sin (k * y)) = fun x => k * Real.cos (k * x) :=
    funext fun x => (h1 x).deriv
  have h3 : ∀ x, HasDerivAt (fun y => k * Real.cos (k * y)) (-k ^ 2 * Real.sin (k * x)) x :=
    fun x => ((((hasDerivAt_id' x).const_mul k).cos).const_mul k).congr_deriv (by ring)
  refine ⟨fun x => (h1 x).differentiableAt, ?_, fun x => ?_⟩
  · rw [h2]
    exact fun x => (h3 x).differentiableAt
  · show -(1 / 2) * deriv (deriv fun y => Real.sin (k * y)) x + 0 * Real.sin (k * x)
      = k ^ 2 / 2 * Real.sin (k * x)
    rw [h2, (h3 x).deriv]
    ring
```

Take u = sin x and v = sin 2x, with energies 1/2 and 2, so that w = 3/2. Then

u′v − uv′ = cos x sin 2x − 2 sin x cos 2x
= 2 sin x cos²x − 2 sin x (2 cos²x − 1)
= 2 sin x (1 − cos²x)
= 2 sin³x,

and the current is

j = sin³x sin(3t/2).

Lean follows the same route: it inserts the two derivatives into the general current formula, applies the double-angle formulas and finishes with sin² + cos² = 1.

These functions are the two lowest states of a box with walls at 0 and π, apart from normalisation. The normalised box states are √(2/π) sin x and √(2/π) sin 2x, and their superposition carries the current

j = (2/π) sin³x sin(3t/2).

At t = 0 the interference term sin x sin 2x is positive in the left half of the box and negative in the right half. Just afterwards the current is positive throughout the interior, so probability moves to the right.

```lean
/-- The superposition of `sin x` and `sin 2x` with energies `1/2` and `2` carries
the current `sin³x sin(3t/2)`. -/
theorem current_sin_sin_two (x t : ℝ) :
    current (beat (1 / 2) 2 Real.sin (fun y => Real.sin (2 * y))) x t
      = Real.sin x ^ 3 * Real.sin (3 / 2 * t) := by
  have h : HasDerivAt (fun y => Real.sin (2 * y)) (2 * Real.cos (2 * x)) x :=
    (((hasDerivAt_id' x).const_mul 2).sin).congr_deriv (by ring)
  rw [current_beat _ _ (Real.hasDerivAt_sin x).differentiableAt h.differentiableAt,
    (Real.hasDerivAt_sin x).deriv, h.deriv, show ((2 : ℝ) - 1 / 2) * t = 3 / 2 * t by ring]
  simp only [Real.sin_two_mul, Real.cos_two_mul]
  linear_combination
    (-(Real.sin x * Real.sin (3 / 2 * t))) * Real.sin_sq_add_cos_sq x

end

end TwoLevelProbabilityCurrent
```

```lean
#print axioms TwoLevelProbabilityCurrent.continuity_equation
-- 'TwoLevelProbabilityCurrent.continuity_equation' depends on axioms: [propext, Classical.choice, Quot.sound]
#print axioms TwoLevelProbabilityCurrent.current_eq_zero_iff
-- 'TwoLevelProbabilityCurrent.current_eq_zero_iff' depends on axioms: [propext, Classical.choice, Quot.sound]
#print axioms TwoLevelProbabilityCurrent.current_sin_sin_two
-- 'TwoLevelProbabilityCurrent.current_sin_sin_two' depends on axioms: [propext, Classical.choice, Quot.sound]
```
